# Summation by parts on Gauss–Lobatto grids: WD + DᵀW = e_n e_nᵀ − e_0 e_0ᵀ

Let x_0, …, x_n be distinct real nodes with x_0 = −1 and x_n = 1. Since these two values differ, n ≥ 1. The interior nodes need not be in increasing order. Write l_j for the Lagrange polynomial of degree n that is 1 at x_j and 0 at the other nodes, and δ_ij for the Kronecker delta, so that l_j(x_i) = δ_ij. The differentiation matrix D has the entries

D_ij = l_j′(x_i).

If a vector v holds values on the grid, then Dv holds the derivative, at the nodes, of the polynomial of degree at most n through these values.

Each node has a real weight w_i, and W is the diagonal matrix of the weights. The weights are assumed to satisfy

∑_i w_i p(x_i) = ∫₋₁¹ p(t) dt for every real polynomial p of degree at most 2n − 1.

This is the exactness of a Gauss–Lobatto rule. In a discrete variable representation (DVR) built on such a grid, the rule replaces integrals in the matrix elements, and the end nodes are the places where boundary conditions are imposed. The vectors e_0 and e_n are the unit vectors of the two end nodes.

## Integration by parts carried over to the grid

The claim is that

WD + DᵀW = e_n e_nᵀ − e_0 e_0ᵀ.

Fix i and j and put p = l_i l_j. This polynomial has degree 2n, so p′ has degree at most 2n − 1 and the rule integrates it exactly. The weighted sum is

∑_k w_k p′(x_k) = ∑_k w_k [l_i′(x_k) δ_jk + δ_ik l_j′(x_k)] = w_j D_ji + w_i D_ij,

which is the (i, j) entry of WD + DᵀW. The integral is

∫₋₁¹ p′(t) dt = p(1) − p(−1) = δ_in δ_jn − δ_i0 δ_j0,

because 1 and −1 are the nodes x_n and x_0. This is the (i, j) entry of the right-hand side.

Multiplying by uᵀ from the left and by v from the right gives, for any two grid vectors,

∑_i w_i [u_i (Dv)_i + (Du)_i v_i] = u_n v_n − u_0 v_0.

Now replace v by Dv and let u_0 = u_n = 0. The boundary term vanishes, and

−½ ∑_i w_i u_i (D²v)_i = ½ ∑_i w_i (Du)_i (Dv)_i.

With ħ = m = 1 these are the second-derivative and gradient forms of the kinetic-energy matrix element between u and v on the grid.

The converse also holds: on such nodes, the matrix identity forces the exactness. Take 0 ≤ k ≤ 2n − 1 and write k + 1 = a + b with 0 ≤ a, b ≤ n. Let u_i = x_i^a and v_i = x_i^b. Both powers have degree at most n, so D differentiates them exactly. By the product rule the summand is w_i times the derivative of t^(k+1) at x_i, and therefore

(k + 1) ∑_i w_i x_i^k = 1 − (−1)^(k+1) = (k + 1) ∫₋₁¹ t^k dt.

Dividing by k + 1 gives exactness for t^k, and linearity extends it to all polynomials of degree at most 2n − 1.

## A grid that stops short of the right end

Take n = 1 with nodes −1 and 1/3 and weights 1/2 and 3/2. The nodes are distinct, x_0 = −1, and the rule integrates 1 and t exactly. Only x_n = 1 fails. Both rows of D are (−3/4, 3/4), and

WD + DᵀW = [[−3/4, −3/4], [−3/4, 9/4]],

whereas the boundary matrix is [[−1, 0], [0, 1]]. The integral of (l_i l_j)′ still equals the sum, but at t = 1 the Lagrange polynomials take the values −1/2 and 3/2 instead of 0 and 1.

## A particle in a box with three nodes

In a DVR calculation on a Lobatto grid for one particle, hard walls at −1 and 1 can be imposed by deleting the rows and columns of the two end nodes. With positive weights and basis functions l_i/√w_i, the kinetic matrix on the interior nodes is

T_ij = ½ ∑_k w_k D_ki D_kj / √(w_i w_j),

where k runs over all nodes, including the ends. This matrix is visibly symmetric and positive semidefinite, and the identity shows that it agrees with the one built from −D²/2. A potential adds its node values V(x_i) on the diagonal.

For the Simpson nodes −1, 0, 1 with weights 1/3, 4/3, 1/3, one interior node remains. Its column of D is (2, 0, −2), so

T_11 = ½ (4/3 + 0 + 4/3) / (4/3) = 1.

The second-derivative form gives −½ (D²)_11 = −½ (−2) = 1 as well. The exact ground-state energy of this box is π²/8 ≈ 1.23. The grid value lies below it, which is possible because the rule does not integrate the squared norm of l_1, of degree 4, exactly.

## Grid, boundary term and exactness in Lean

The nodes and weights are functions `x` and `w` from `Fin (n + 1)` to ℝ, with indices 0 to n as above.

```lean
import Mathlib

open Polynomial
open scoped Matrix

namespace LobattoDVR

noncomputable section

/-- The differentiation matrix of the grid `x`: entry `(i, j)` is the derivative of the `j`-th
Lagrange polynomial at the node `x i`. -/
def diffMatrix {n : ℕ} (x : Fin (n + 1) → ℝ) : Matrix (Fin (n + 1)) (Fin (n + 1)) ℝ :=
  Matrix.of fun i j => (derivative (Lagrange.basis Finset.univ x j)).eval (x i)
```

The row index of `diffMatrix` is the node at which the derivative is taken, and the column index is the Lagrange polynomial.

```lean
/-- The boundary matrix `e_n e_nᵀ - e_0 e_0ᵀ`. -/
def boundaryMatrix (n : ℕ) : Matrix (Fin (n + 1)) (Fin (n + 1)) ℝ :=
  Matrix.vecMulVec (Pi.single (Fin.last n) 1) (Pi.single (Fin.last n) 1)
    - Matrix.vecMulVec (Pi.single 0 1) (Pi.single 0 1)
```

Here `Pi.single a 1` is the unit vector e_a, `Matrix.vecMulVec` forms the outer product, and `Fin.last n` is the index n.

```lean
/-- The rule with `n + 1` nodes `x` and weights `w` integrates every polynomial of degree
below `2n` exactly over `[-1, 1]`. -/
def LobattoExact {n : ℕ} (x w : Fin (n + 1) → ℝ) : Prop :=
  ∀ p : ℝ[X], p.natDegree < 2 * n →
    ∑ i, w i * p.eval (x i) = ∫ t in (-1 : ℝ)..1, p.eval t
```

`LobattoExact` compares the weighted sum with the true integral over [−1, 1]. The bound `p.natDegree < 2 * n` means degree at most 2n − 1. Neither positive weights nor any formula for the interior nodes is required. Exactness is a hypothesis on the given rule; the existence of such a rule for every n is not derived.

## Node values and powers

```lean
/-- On distinct nodes, the `i`-th Lagrange polynomial is one at node `i` and zero at the
other nodes. -/
theorem eval_basis {n : ℕ} {x : Fin (n + 1) → ℝ} (hx : Function.Injective x)
    (i j : Fin (n + 1)) :
    (Lagrange.basis Finset.univ x i).eval (x j) = if i = j then 1 else 0 := by
  by_cases h : i = j
  · subst h
    rw [if_pos rfl]
    exact Lagrange.eval_basis_self hx.injOn (Finset.mem_univ i)
  · rw [if_neg h]
    exact Lagrange.eval_basis_of_ne h (Finset.mem_univ j)
```

This is l_i(x_j) = δ_ij, and `Function.Injective x` says that the nodes are distinct.

```lean
/-- A rule that integrates the powers `1, t, ..., t^(2n-1)` exactly over `[-1, 1]` is exact for
every polynomial of degree below `2n`. -/
theorem exact_of_powers {n : ℕ} {x w : Fin (n + 1) → ℝ}
    (h : ∀ k < 2 * n, ∑ i, w i * x i ^ k = ∫ t in (-1 : ℝ)..1, t ^ k) :
    LobattoExact x w := by
  intro p hp
  simp only [eval_eq_sum_range' hp]
  rw [intervalIntegral.integral_finsetSum
    (fun k _ => Continuous.intervalIntegrable (by fun_prop) _ _)]
  simp only [intervalIntegral.integral_const_mul, Finset.mul_sum]
  rw [Finset.sum_comm]
  refine Finset.sum_congr rfl fun k hk => ?_
  rw [← h k (Finset.mem_range.mp hk), Finset.mul_sum]
  exact Finset.sum_congr rfl fun i _ => by ring
```

The second lemma reduces exactness to the powers 1, t, …, t^(2n−1). The proof expands p in its coefficients, exchanges the sum with the integral and then the two finite sums, and applies the hypothesis to each power.

## The matrix identity

The theorem takes distinct nodes, the two endpoint values and exactness, and concludes the matrix equation. `Matrix.diagonal w` is W.

```lean
/-- Summation by parts for the Lobatto DVR: if the nodes are distinct, the first is `-1` and the
last is `1`, and the rule is exact for degrees below `2n`, then `W D + Dᵀ W = e_n e_nᵀ - e_0 e_0ᵀ`.
-/
theorem summation_by_parts {n : ℕ} {x w : Fin (n + 1) → ℝ} (hx : Function.Injective x)
    (h0 : x 0 = -1) (h1 : x (Fin.last n) = 1) (hw : LobattoExact x w) :
    Matrix.diagonal w * diffMatrix x + (diffMatrix x)ᵀ * Matrix.diagonal w
      = boundaryMatrix n := by
  -- the two endpoints are different nodes, so there are at least two nodes
  have hn : n ≠ 0 := by
    rintro rfl
    have h : x 0 = x (Fin.last 0) := rfl
    rw [h0, h1] at h
    norm_num at h
  have hd : ∀ i, (Lagrange.basis Finset.univ x i).natDegree = n := fun i => by
    have h := natDegree_eq_of_degree_eq_some
      (Lagrange.degree_basis (s := Finset.univ) hx.injOn (Finset.mem_univ i))
    simpa using h
  ext i j
  set p := Lagrange.basis Finset.univ x i * Lagrange.basis Finset.univ x j with hp
  -- the derivative of a product of two Lagrange polynomials is integrated exactly
  have hdeg : (derivative p).natDegree < 2 * n := by
    have a := natDegree_derivative_le p
    have b : p.natDegree ≤ _ := natDegree_mul_le
    rw [hd, hd] at b
    omega
  have key := hw (derivative p) hdeg
  have hint : ∫ t in (-1 : ℝ)..1, (derivative p).eval t
      = p.eval (x (Fin.last n)) - p.eval (x 0) := by
    rw [h0, h1]
    exact intervalIntegral.integral_eq_sub_of_hasDerivAt (fun t _ => p.hasDerivAt t)
      ((derivative p).continuous.intervalIntegrable _ _)
  -- its weighted sum is the matrix entry
  have hsum : ∑ k, w k * (derivative p).eval (x k)
      = w i * diffMatrix x i j + diffMatrix x j i * w j := by
    simp only [hp, derivative_mul, eval_add, eval_mul, eval_basis hx, mul_add,
      Finset.sum_add_distrib, mul_ite, ite_mul, mul_one, one_mul, mul_zero, zero_mul,
      Finset.sum_ite_eq, Finset.mem_univ, if_true, diffMatrix, Matrix.of_apply]
    ring
  rw [hsum, hint] at key
  simp only [hp, eval_mul, eval_basis hx] at key
  simp only [boundaryMatrix, Matrix.add_apply, Matrix.sub_apply, Matrix.diagonal_mul,
    Matrix.mul_diagonal, Matrix.transpose_apply, Matrix.vecMulVec_apply, Pi.single_apply]
  exact key
```

First, `hn` excludes n = 0, where the first and last node would coincide. The degree of each Lagrange polynomial is recorded in `hd`, and `hdeg` concludes that the derivative of p = l_i l_j is within reach of the rule. Exactness for it is `key`. The fundamental theorem of calculus gives `hint`, and `hsum` evaluates the weighted sum with the product rule and the Kronecker deltas. Substituting both into `key` leaves the (i, j) entry of the claim.

## Grid functions and the kinetic energy

```lean
/-- If `W D + Dᵀ W = e_n e_nᵀ - e_0 e_0ᵀ`, then any two grid functions obey discrete integration by
parts: the weighted sum of `u (D v) + (D u) v` is `u_n v_n - u_0 v_0`. -/
theorem grid_integration_by_parts {n : ℕ} {x w : Fin (n + 1) → ℝ}
    (h : Matrix.diagonal w * diffMatrix x + (diffMatrix x)ᵀ * Matrix.diagonal w
      = boundaryMatrix n) (u v : Fin (n + 1) → ℝ) :
    ∑ i, w i * (u i * (diffMatrix x *ᵥ v) i + (diffMatrix x *ᵥ u) i * v i)
      = u (Fin.last n) * v (Fin.last n) - u 0 * v 0 := by
  have hB : ∀ a : Fin (n + 1),
      u ⬝ᵥ (Matrix.vecMulVec (Pi.single a 1) (Pi.single a 1) *ᵥ v) = u a * v a := by
    intro a
    have e : Matrix.vecMulVec (Pi.single a 1) (Pi.single a 1) *ᵥ v
        = fun i => (Pi.single a 1 : Fin (n + 1) → ℝ) i * v a := by
      ext i
      simp only [Matrix.mulVec, dotProduct, Matrix.vecMulVec_apply, mul_assoc,
        ← Finset.mul_sum]
      simp [Pi.single_apply]
    rw [e]
    simp [dotProduct, Pi.single_apply]
  -- contract the matrix identity with `u` and `v`
  have h' := congrArg (fun M => u ⬝ᵥ (M *ᵥ v)) h
  simp only [boundaryMatrix, Matrix.add_mulVec, Matrix.sub_mulVec, dotProduct_add,
    dotProduct_sub, hB, ← Matrix.mulVec_mulVec] at h'
  rw [Matrix.dotProduct_mulVec u (diffMatrix x)ᵀ, Matrix.vecMul_transpose] at h'
  simp only [dotProduct, Matrix.mulVec_diagonal] at h'
  rw [← h', ← Finset.sum_add_distrib]
  exact Finset.sum_congr rfl fun i _ => by ring
```

This theorem assumes only the matrix identity. The notation `*ᵥ` is a matrix acting on a vector, and `⬝ᵥ` is the dot product. The auxiliary statement `hB` evaluates uᵀ e_a e_aᵀ v = u_a v_a, `h'` contracts the identity with u and v, and the transpose is then moved onto u.

```lean
/-- Kinetic-energy matrix element on the grid. Let the nodes be distinct, the first `-1` and the
last `1`, and let the rule be exact for degrees below `2n`. If `u` vanishes at both endpoints, then
for every `v` the weighted sum of `u (-D² v / 2)` equals that of `(D u) (D v) / 2`. -/
theorem kinetic_energy_form {n : ℕ} {x w : Fin (n + 1) → ℝ} (hx : Function.Injective x)
    (h0 : x 0 = -1) (h1 : x (Fin.last n) = 1) (hw : LobattoExact x w)
    (u v : Fin (n + 1) → ℝ) (hu0 : u 0 = 0) (hun : u (Fin.last n) = 0) :
    -(1 / 2) * ∑ i, w i * (u i * (diffMatrix x *ᵥ (diffMatrix x *ᵥ v)) i)
      = 1 / 2 * ∑ i, w i * ((diffMatrix x *ᵥ u) i * (diffMatrix x *ᵥ v) i) := by
  have h := grid_integration_by_parts (summation_by_parts hx h0 h1 hw) u (diffMatrix x *ᵥ v)
  rw [hu0, hun] at h
  simp only [mul_add, Finset.sum_add_distrib] at h
  linarith
```

The kinetic form follows by inserting Dv for v and using `hu0` and `hun`. Only u has to vanish at the ends; v is arbitrary. Both are real vectors, and the statement concerns a single coordinate on [−1, 1]. It equates two discrete forms and does not bound their distance from the continuum energy.

## From the identity back to exactness

```lean
/-- Converse: for distinct nodes, the first `-1` and the last `1`, the summation-by-parts identity
forces the rule to be exact for every polynomial of degree below `2n`. -/
theorem exact_of_summation_by_parts {n : ℕ} {x w : Fin (n + 1) → ℝ}
    (hx : Function.Injective x) (h0 : x 0 = -1) (h1 : x (Fin.last n) = 1)
    (h : Matrix.diagonal w * diffMatrix x + (diffMatrix x)ᵀ * Matrix.diagonal w
      = boundaryMatrix n) : LobattoExact x w := by
  -- `D` differentiates the powers up to `n` exactly, by Lagrange interpolation
  have hD : ∀ a ≤ n, diffMatrix x *ᵥ (fun i => (X ^ a : ℝ[X]).eval (x i))
      = fun i => (derivative (X ^ a : ℝ[X])).eval (x i) := by
    intro a ha
    have hlt : (X ^ a : ℝ[X]).degree < (Finset.univ : Finset (Fin (n + 1))).card := by
      rw [degree_X_pow, Finset.card_univ, Fintype.card_fin]
      exact_mod_cast Nat.lt_succ_of_le ha
    have hp := Lagrange.eq_interpolate (s := Finset.univ) (v := x) hx.injOn hlt
    rw [Lagrange.interpolate_apply] at hp
    ext i
    have e := congrArg (fun q : ℝ[X] => (derivative q).eval (x i)) hp
    simp only [derivative_sum, derivative_C_mul, eval_finsetSum, eval_mul, eval_C] at e
    rw [e]
    simp only [Matrix.mulVec, dotProduct, diffMatrix, Matrix.of_apply]
    exact Finset.sum_congr rfl fun j _ => mul_comm _ _
  refine exact_of_powers fun k hk => ?_
  -- split the power `k + 1` into two factors that the grid resolves
  obtain ⟨a, b, ha, hb, hab⟩ : ∃ a b, a ≤ n ∧ b ≤ n ∧ a + b = k + 1 :=
    ⟨min n (k + 1), k + 1 - min n (k + 1), by omega, by omega, by omega⟩
  have e : ∀ t : ℝ, t ^ a * (derivative (X ^ b : ℝ[X])).eval t
      + (derivative (X ^ a : ℝ[X])).eval t * t ^ b = ((k : ℝ) + 1) * t ^ k := by
    intro t
    have r : (derivative (X ^ (k + 1) : ℝ[X])).eval t = ((k : ℝ) + 1) * t ^ k := by
      simp
    rw [← hab, pow_add, derivative_mul] at r
    simp only [eval_add, eval_mul, eval_pow, eval_X] at r
    linarith
  have hs := grid_integration_by_parts h (fun i => (X ^ a : ℝ[X]).eval (x i))
    (fun i => (X ^ b : ℝ[X]).eval (x i))
  rw [hD a ha, hD b hb] at hs
  simp only [eval_pow, eval_X, e, h0, h1] at hs
  rw [← pow_add, ← pow_add, hab] at hs
  rw [integral_pow, eq_div_iff (by positivity), ← hs, Finset.sum_mul]
  exact Finset.sum_congr rfl fun i _ => by ring
```

In `hD`, a power of degree at most n equals its own Lagrange interpolant, and differentiating that equation at a node shows that D acts exactly on it. The proof then chooses a = min(n, k + 1) and b = k + 1 − a; the bound k < 2n ensures b ≤ n. The product rule is `e`, the discrete integration by parts is `hs`, and `integral_pow` supplies the integral of t^k. Together with `summation_by_parts`, this makes exactness and the matrix identity equivalent on distinct nodes containing both endpoints in the stated positions.

## Simpson's rule as an instance

For n = 2 the hypotheses are met by the three nodes and weights of the box example.

```lean
/-- The Simpson rule, with nodes `-1, 0, 1` and weights `1/3, 4/3, 1/3`, has distinct nodes,
contains both endpoints and is exact for degrees below four. -/
theorem summation_by_parts_witness :
    Function.Injective (![-1, 0, 1] : Fin (2 + 1) → ℝ) ∧
    (![-1, 0, 1] : Fin (2 + 1) → ℝ) 0 = -1 ∧
    (![-1, 0, 1] : Fin (2 + 1) → ℝ) (Fin.last 2) = 1 ∧
    LobattoExact (n := 2) ![-1, 0, 1] ![1 / 3, 4 / 3, 1 / 3] := by
  refine ⟨?_, rfl, rfl, exact_of_powers fun k hk => ?_⟩
  · intro i j
    fin_cases i <;> fin_cases j <;> norm_num
  · rw [integral_pow]
    interval_cases k <;> norm_num [Fin.sum_univ_succ]

end

end LobattoDVR
```

Distinctness is checked for each pair of indices. Exactness is reduced to the powers with k = 0, 1, 2, 3, and in each case the weighted sum is compared with the integral.

```lean
#print axioms LobattoDVR.summation_by_parts
#print axioms LobattoDVR.kinetic_energy_form
#print axioms LobattoDVR.exact_of_summation_by_parts
```

```
'LobattoDVR.summation_by_parts' depends on axioms: [propext, Classical.choice, Quot.sound]
'LobattoDVR.kinetic_energy_form' depends on axioms: [propext, Classical.choice, Quot.sound]
'LobattoDVR.exact_of_summation_by_parts' depends on axioms: [propext, Classical.choice, Quot.sound]
```
